# Typical medium theory at band centre: with hybridization $t^2G$ and box disorder, the typical density of states vanishes from $W = 2et$ on

To locate the critical disorder in a typical medium calculation, one runs the self-consistency loop at increasing disorder width $W$ and watches whether the typical density of states at band centre settles at a positive value or drains to zero. For non-interacting electrons on a semicircular lattice of bandwidth $4t$, with site energies spread uniformly over $[-W/2, W/2]$, the changeover can be found in closed form. A positive solution exists exactly when $W < 2et \approx 5.44\,t$, and this number can be used to check a code. It is a statement about the single-site self-consistency equation, not about the localization of eigenstates on a given lattice.

```lean
import Mathlib

open MeasureTheory Filter
open scoped Real Topology

namespace TypicalMediumThreshold

noncomputable section
```

## The medium and its update rule

All energies are real numbers in one common unit, measured from the band centre. The disorder average of a function $f$ of the site energy $\varepsilon$ is

$$\langle f\rangle_W = \frac1W\int_{-W/2}^{W/2} f(\varepsilon)\,d\varepsilon .$$

```lean
/-- Average of `f` over site energies distributed uniformly on `[-W/2, W/2]`, for `W > 0`. -/
def siteMean (W : ℝ) (f : ℝ → ℝ) : ℝ :=
  (∫ ε in (-(W / 2))..(W / 2), f ε) / W
```

Let $\rho$ be the typical density of states of the medium. On a semicircular lattice a site is coupled to its surroundings through $\Delta = t^2G$, with $G$ the medium's Green function at the same energy. The disorder is symmetric, so the real part of $G$ vanishes at band centre in the particle-hole symmetric solution, which leaves $G=-i\pi\rho$. Both facts enter through the definition and are not derived:

$$\Delta = -i\pi t^2\rho .$$

```lean
/-- Hybridization `t² G` at band centre, where the medium has Green function `G = -iπρ`. -/
def hybridization (t ρ : ℝ) : ℂ :=
  (t : ℂ) ^ 2 * (-(π * ρ) * Complex.I)
```

A site of energy $\varepsilon$ placed in this medium has the Green function $1/(-\varepsilon-\Delta)$ at zero energy. Its local density of states is $\rho_{\rm loc}(\varepsilon) = -\frac1\pi\,\mathrm{Im}\,\frac{1}{-\varepsilon-\Delta}$.

```lean
/-- Local density of states `-Im G / π` at band centre of a site with energy `ε` in the medium,
where `G = 1 / (-ε - Δ)`; the domain is `ε + Δ ≠ 0`. -/
def localDOS (t ρ ε : ℝ) : ℝ :=
  -((-(ε : ℂ) - hybridization t ρ)⁻¹).im / π
```

The new typical density is the geometric average over the disorder, which follows the common values of the local density more closely than the rare large ones:

$$\rho \;\mapsto\; \exp\,\langle \log\rho_{\rm loc}\rangle_W .$$

```lean
/-- Update rule of typical medium theory at band centre: the geometric disorder average of the
local density of states, for `t, W, ρ > 0`. -/
def typicalDOS (t W ρ : ℝ) : ℝ :=
  Real.exp (siteMean W fun ε => Real.log (localDOS t ρ ε))
```

If $\rho$ is very small, $\rho_{\rm loc}(\varepsilon)\approx (t^2/\varepsilon^2)\,\rho$ away from $\varepsilon=0$. This suggests that one update multiplies $\rho$ by $\exp\langle\log(t^2/\varepsilon^2)\rangle_W$, called `growthFactor` below. The singularity at $\varepsilon=0$ means that this still has to be justified.

```lean
/-- Exponential of the disorder average of `log (t² / ε²)`, for `t, W > 0`; the integrand is
singular at `ε = 0`. -/
def growthFactor (t W : ℝ) : ℝ :=
  Real.exp (siteMean W fun ε => Real.log (t ^ 2 / ε ^ 2))
```

At finite $\rho$ the average that matters is that of $\log(\varepsilon^2+a^2)$ with $a=\pi t^2\rho$. Its value, derived below, is given the name

$$M_W(a) = \log\!\Big(\frac{W^2}{4}+a^2\Big) - 2 + \frac{4a}{W}\Big(\frac\pi2-\arctan\frac{2a}{W}\Big).$$

```lean
/-- Closed expression for the disorder average of `log (ε² + a²)`, for `W > 0` and `a ≥ 0`. -/
def meanLog (W a : ℝ) : ℝ :=
  Real.log ((W / 2) ^ 2 + a ^ 2) - 2 + 4 * a / W * (π / 2 - Real.arctan (2 * a / W))
```

## The Lorentzian and its mean logarithm

With $-\varepsilon-\Delta = -\varepsilon+ia$ and $\mathrm{Im}\,(x+iy)^{-1} = -y/(x^2+y^2)$,

$$\rho_{\rm loc}(\varepsilon)=\frac1\pi\,\frac{a}{\varepsilon^2+a^2}=\frac{t^2\rho}{\varepsilon^2+(\pi t^2\rho)^2}.$$

In the proof, `key` is the formula for the imaginary part and `hz` sorts the denominator into real and imaginary parts.

```lean
/-- The local density of states is a Lorentzian in the site energy. -/
theorem localDOS_eq (t ρ ε : ℝ) :
    localDOS t ρ ε = t ^ 2 * ρ / (ε ^ 2 + (π * t ^ 2 * ρ) ^ 2) := by
  have key : ∀ x y : ℝ, (((x : ℂ) + y * Complex.I)⁻¹).im = -y / (x ^ 2 + y ^ 2) := by
    intro x y
    rw [Complex.inv_im, Complex.normSq_add_mul_I]
    simp
  have hz : -(ε : ℂ) - hybridization t ρ
      = ((-ε : ℝ) : ℂ) + ((π * t ^ 2 * ρ : ℝ) : ℂ) * Complex.I := by
    unfold hybridization
    push_cast
    ring
  unfold localDOS
  rw [hz, key, neg_sq]
  generalize ε ^ 2 + (π * t ^ 2 * ρ) ^ 2 = D
  linear_combination (t ^ 2 * ρ * D⁻¹) * mul_inv_cancel₀ Real.pi_ne_zero
```

For $a>0$, an antiderivative of $\log(\varepsilon^2+a^2)$ is

$$F(\varepsilon)=\varepsilon\log(\varepsilon^2+a^2)-2\varepsilon+2a\arctan(\varepsilon/a),$$

because the remaining terms of $F'$ are $\frac{2\varepsilon^2}{\varepsilon^2+a^2}-2+\frac{2a^2}{\varepsilon^2+a^2}=0$. Since $F$ is odd, the mean is

$$\frac{2F(W/2)}{W}=\log\!\Big(\frac{W^2}{4}+a^2\Big)-2+\frac{4a}{W}\arctan\frac{W}{2a}.$$

Replacing $\arctan(W/2a)$ by $\pi/2-\arctan(2a/W)$ gives $M_W(a)$, a form that also makes sense at $a=0$. The derivative is `hd`, and the arctangent identity is `hA`.

```lean
/-- The disorder average of `log (ε² + a²)` has the closed form `meanLog`. -/
theorem siteMean_log_add_sq {W a : ℝ} (hW : 0 < W) (ha : 0 < a) :
    siteMean W (fun ε => Real.log (ε ^ 2 + a ^ 2)) = meanLog W a := by
  have hc : Continuous fun ε : ℝ => Real.log (ε ^ 2 + a ^ 2) :=
    Continuous.log (by fun_prop) (fun x => by positivity)
  -- an explicit antiderivative
  have hd : ∀ x : ℝ, HasDerivAt
      (fun y => y * Real.log (y ^ 2 + a ^ 2) - 2 * y + 2 * a * Real.arctan (y / a))
      (Real.log (x ^ 2 + a ^ 2)) x := by
    intro x
    have hD : x ^ 2 + a ^ 2 ≠ 0 := by positivity
    have h1 : HasDerivAt (fun y : ℝ => y ^ 2 + a ^ 2) (2 * x) x :=
      ((hasDerivAt_pow 2 x).add_const (a ^ 2)).congr_deriv (by norm_num)
    have h3 := (hasDerivAt_id' x).fun_mul (h1.log hD)
    have h4 := ((hasDerivAt_id' x).div_const a).arctan
    refine ((h3.fun_sub ((hasDerivAt_id' x).const_mul 2)).fun_add
      (h4.const_mul (2 * a))).congr_deriv ?_
    have e1 : 1 / (1 + (x / a) ^ 2) * (1 / a) = a / (x ^ 2 + a ^ 2) := by
      have : 1 + (x / a) ^ 2 = (x ^ 2 + a ^ 2) / a ^ 2 := by
        field_simp
        ring
      rw [this]
      field_simp
    have e2 : x * (2 * x / (x ^ 2 + a ^ 2)) = 2 - 2 * a * (a / (x ^ 2 + a ^ 2)) := by
      field_simp
      ring
    linear_combination e2 + 2 * a * e1
  have hA : Real.arctan (W / 2 / a) = π / 2 - Real.arctan (2 * a / W) := by
    rw [← Real.arctan_inv_of_pos (by positivity)]
    congr 1
    rw [inv_div, div_div]
  unfold siteMean meanLog
  rw [intervalIntegral.integral_eq_sub_of_hasDerivAt (fun x _ => hd x)
    (hc.intervalIntegrable _ _), neg_sq, neg_div, Real.arctan_neg, hA]
  generalize Real.log ((W / 2) ^ 2 + a ^ 2) = L
  generalize Real.arctan (2 * a / W) = A
  field_simp
  ring
```

## The growth factor and the threshold

At $a=0$ the closed form reduces to $M_W(0)=\log(W^2/4)-2$, so

$$e^{\log t^2-M_W(0)}=t^2\cdot\frac{4}{W^2}\cdot e^2=\Big(\frac{2et}{W}\Big)^2 .$$

```lean
/-- The value of `meanLog` at `a = 0`, combined with `log t²`, exponentiates to `(2et/W)²`. -/
theorem exp_sub_meanLog_zero {t W : ℝ} (ht : 0 < t) (hW : 0 < W) :
    Real.exp (Real.log (t ^ 2) - meanLog W 0) = (2 * Real.exp 1 * t / W) ^ 2 := by
  have h0 : meanLog W 0 = Real.log ((W / 2) ^ 2) - 2 := by simp [meanLog]
  have h2 : Real.exp 2 = Real.exp 1 ^ 2 := by
    rw [← Real.exp_nat_mul]
    norm_num
  rw [h0, Real.exp_sub, Real.exp_sub, Real.exp_log (by positivity),
    Real.exp_log (by positivity), h2, div_div_eq_mul_div]
  ring
```

The singular average must still be shown to have this value. For $\varepsilon\neq0$, $\log(t^2/\varepsilon^2)=\log t^2-2\log|\varepsilon|$. The logarithm is integrable through zero, with

$$\int_{-W/2}^{W/2}\log|\varepsilon|\,d\varepsilon = W\log\frac W2-W ,$$

and therefore

$$\Big\langle\log\frac{t^2}{\varepsilon^2}\Big\rangle_W=\log t^2-2\log\frac W2+2=\log t^2-M_W(0).$$

For $t,W>0$ the theorem states four things: the integrand is integrable on the interval, the growth factor is $(2et/W)^2$, it is below one exactly when $W>2et$, and $2et=\frac e2\cdot4t$. The last is arithmetic; that $4t$ is the bandwidth comes from the lattice model.

Lean's `Real.log` is already $\log|\varepsilon|$. The step `hae` splits the logarithm everywhere except at $\varepsilon=0$, where Lean's value for the quotient is arbitrary but a single point does not affect the integral. Then `hg` evaluates the mean, and the comparison with one reduces to $2et/W<1$.

```lean
/-- For `t, W > 0`, `log (t²/ε²)` is integrable over the disorder, the exponential of its mean is
`(2et/W)²`, and this is below one exactly when `W` exceeds `2et`, which is `e/2` times `4t`. -/
theorem typical_medium_threshold {t W : ℝ} (ht : 0 < t) (hW : 0 < W) :
    IntervalIntegrable (fun ε => Real.log (t ^ 2 / ε ^ 2)) volume (-(W / 2)) (W / 2) ∧
    growthFactor t W = (2 * Real.exp 1 * t / W) ^ 2 ∧
    (growthFactor t W < 1 ↔ 2 * Real.exp 1 * t < W) ∧
    2 * Real.exp 1 * t = Real.exp 1 / 2 * (4 * t) := by
  -- away from the single point `ε = 0` the logarithm splits
  have hae : ∀ᵐ ε : ℝ, Real.log (t ^ 2) - 2 * Real.log ε = Real.log (t ^ 2 / ε ^ 2) := by
    have h : ({0}ᶜ : Set ℝ) ∈ ae (volume : Measure ℝ) :=
      compl_mem_ae_iff.mpr (measure_singleton 0)
    filter_upwards [h] with ε hε
    have hε' : ε ≠ 0 := by simpa using hε
    rw [Real.log_div (by positivity) (pow_ne_zero 2 hε'), Real.log_pow ε 2]
    norm_num
  have hlog : IntervalIntegrable (fun ε => 2 * Real.log ε) volume (-(W / 2)) (W / 2) :=
    intervalIntegral.intervalIntegrable_log'.const_mul 2
  have hint : IntervalIntegrable (fun ε => Real.log (t ^ 2) - 2 * Real.log ε)
      volume (-(W / 2)) (W / 2) := intervalIntegrable_const.sub hlog
  have hg : growthFactor t W = (2 * Real.exp 1 * t / W) ^ 2 := by
    rw [← exp_sub_meanLog_zero ht hW]
    unfold growthFactor siteMean
    congr 1
    have h0 : meanLog W 0 = 2 * Real.log (W / 2) - 2 := by simp [meanLog]
    rw [← intervalIntegral.integral_congr_ae (hae.mono fun _ h _ => h),
      intervalIntegral.integral_sub intervalIntegrable_const hlog,
      intervalIntegral.integral_const, intervalIntegral.integral_const_mul, integral_log,
      Real.log_neg_eq_log, h0, smul_eq_mul]
    generalize Real.log (W / 2) = L
    generalize Real.log (t ^ 2) = T
    field_simp
    ring
  refine ⟨?_, hg, ?_, by ring⟩
  · rw [intervalIntegrable_iff] at hint ⊢
    exact Integrable.congr hint (ae_restrict_of_ae hae)
  · rw [hg, sq_lt_one_iff₀ (by positivity), div_lt_one hW]
```

## The growth factor as a limit

For $\rho>0$, the logarithm of the Lorentzian is $\log t^2+\log\rho-\log(\varepsilon^2+a^2)$. Averaging and exponentiating gives the update exactly:

$$\exp\langle\log\rho_{\rm loc}\rangle_W=\rho\,\exp\!\big(\log t^2-M_W(\pi t^2\rho)\big).$$

```lean
/-- One update multiplies the typical density of states by an explicit factor. -/
theorem typicalDOS_eq {t W ρ : ℝ} (ht : 0 < t) (hW : 0 < W) (hρ : 0 < ρ) :
    typicalDOS t W ρ
      = ρ * Real.exp (Real.log (t ^ 2) - meanLog W (π * t ^ 2 * ρ)) := by
  have ha : 0 < π * t ^ 2 * ρ := by positivity
  have hc : Continuous fun ε : ℝ => Real.log (ε ^ 2 + (π * t ^ 2 * ρ) ^ 2) :=
    Continuous.log (by fun_prop) (fun x => by positivity)
  have hf : (fun ε => Real.log (localDOS t ρ ε)) = fun ε =>
      (Real.log (t ^ 2) + Real.log ρ) - Real.log (ε ^ 2 + (π * t ^ 2 * ρ) ^ 2) := by
    funext ε
    rw [localDOS_eq, Real.log_div (by positivity) (by positivity),
      Real.log_mul (by positivity) hρ.ne']
  have hm : siteMean W (fun ε => Real.log (localDOS t ρ ε))
      = Real.log ρ + (Real.log (t ^ 2) - meanLog W (π * t ^ 2 * ρ)) := by
    rw [← siteMean_log_add_sq hW ha, hf]
    unfold siteMean
    rw [intervalIntegral.integral_sub intervalIntegrable_const (hc.intervalIntegrable _ _),
      intervalIntegral.integral_const, smul_eq_mul, sub_div]
    have hw : (W / 2 - -(W / 2)) * (Real.log (t ^ 2) + Real.log ρ) / W
        = Real.log (t ^ 2) + Real.log ρ := by
      rw [show W / 2 - -(W / 2) = W by ring, mul_div_cancel_left₀ _ hW.ne']
    rw [hw]
    ring
  rw [typicalDOS, hm, Real.exp_add, Real.exp_log hρ]
```

The function $M_W$ is continuous, including at $a=0$, because $W^2/4+a^2$ stays positive.

```lean
/-- The closed form `meanLog` is continuous in `a`. -/
theorem continuous_meanLog {W : ℝ} (hW : 0 < W) : Continuous (meanLog W) := by
  unfold meanLog
  refine ((Continuous.log (by fun_prop) (fun x => by positivity)).sub continuous_const).add ?_
  exact (by fun_prop : Continuous fun a : ℝ => 4 * a / W).mul
    (continuous_const.sub (Real.continuous_arctan.comp (by fun_prop)))
```

Dividing the update by $\rho$ and letting $\rho\to0^+$ therefore gives $\exp(\log t^2-M_W(0))$, which is the growth factor. The filter `𝓝[>] 0` expresses the approach through positive densities. The proof takes the limit of the continuous expression and then replaces it by the ratio, which agrees with it for every $\rho>0$.

```lean
/-- For a vanishing typical density of states, the ratio of updated to old density tends to
`growthFactor`. -/
theorem tendsto_growthFactor {t W : ℝ} (ht : 0 < t) (hW : 0 < W) :
    Tendsto (fun ρ => typicalDOS t W ρ / ρ) (𝓝[>] 0) (𝓝 (growthFactor t W)) := by
  have hc : Continuous fun ρ : ℝ =>
      Real.exp (Real.log (t ^ 2) - meanLog W (π * t ^ 2 * ρ)) :=
    Real.continuous_exp.comp
      (continuous_const.sub ((continuous_meanLog hW).comp (by fun_prop)))
  have h := (hc.tendsto 0).mono_left (nhdsWithin_le_nhds (s := Set.Ioi 0))
  rw [mul_zero, exp_sub_meanLog_zero ht hW, ← (typical_medium_threshold ht hW).2.1] at h
  refine h.congr' ?_
  filter_upwards [self_mem_nhdsWithin] with ρ hρ
  have hρ' : 0 < ρ := hρ
  rw [typicalDOS_eq ht hW hρ', mul_div_cancel_left₀ _ hρ'.ne']
```

## Positive solutions of the nonlinear equation

By the exact update formula, a density $\rho>0$ is self-consistent exactly when $M_W(a)=\log t^2$ with $a=\pi t^2\rho$. The value of the growth factor shows that $M_W(0)<\log t^2$ is equivalent to $W<2et$; this is `hiff`.

Suppose a positive solution exists. For $a>0$ both $a$-dependent contributions raise $M_W$, so $M_W(0)<M_W(a)=\log t^2$, and hence $W<2et$.

Conversely, let $W<2et$. At $a=et$,

$$M_W(et)\ge\log(e^2t^2)-2=\log t^2 .$$

The intermediate value theorem on $[0,et]$ gives an $a$ with $M_W(a)=\log t^2$. It is not zero, because $M_W(0)$ lies strictly below $\log t^2$. The solution is $\rho=a/(\pi t^2)$.

At $W=2et$ itself the growth factor is one and there is no positive solution. The theorem concerns existence at band centre only; uniqueness, convergence of the iteration and other energies are left open.

```lean
/-- The nonlinear typical medium equation at band centre has a positive solution exactly when
`W < 2et`. -/
theorem exists_selfconsistent_iff {t W : ℝ} (ht : 0 < t) (hW : 0 < W) :
    (∃ ρ, 0 < ρ ∧ typicalDOS t W ρ = ρ) ↔ W < 2 * Real.exp 1 * t := by
  have hiff : meanLog W 0 < Real.log (t ^ 2) ↔ W < 2 * Real.exp 1 * t := by
    rw [← sub_pos, ← Real.one_lt_exp_iff, exp_sub_meanLog_zero ht hW,
      one_lt_sq_iff₀ (by positivity), one_lt_div hW]
  have hpos : ∀ a, 0 < a → 0 < 4 * a / W * (π / 2 - Real.arctan (2 * a / W)) := fun a ha =>
    mul_pos (by positivity) (sub_pos.mpr (Real.arctan_lt_pi_div_two _))
  rw [← hiff]
  constructor
  · rintro ⟨ρ, hρ, h⟩
    have ha : 0 < π * t ^ 2 * ρ := by positivity
    rw [typicalDOS_eq ht hW hρ] at h
    have h1 := Real.exp_eq_one_iff _ |>.mp (mul_left_cancel₀ hρ.ne' (h.trans (mul_one ρ).symm))
    -- a finite density raises the mean logarithm
    have h2 : Real.log ((W / 2) ^ 2) < Real.log ((W / 2) ^ 2 + (π * t ^ 2 * ρ) ^ 2) :=
      Real.log_lt_log (by positivity) (lt_add_of_pos_right _ (by positivity))
    have h0 : meanLog W 0 = Real.log ((W / 2) ^ 2) - 2 := by simp [meanLog]
    have h3 := hpos _ ha
    have h4 : meanLog W (π * t ^ 2 * ρ) = Real.log (t ^ 2) := by linarith
    rw [← h4, h0]
    unfold meanLog
    linarith
  · intro h
    have hb : 0 < Real.exp 1 * t := by positivity
    have hl : Real.log ((Real.exp 1 * t) ^ 2) = 2 + Real.log (t ^ 2) := by
      rw [mul_pow, Real.log_mul (by positivity) (by positivity), Real.log_pow (Real.exp 1) 2,
        Real.log_exp]
      norm_num
    have hu : Real.log (t ^ 2) ≤ meanLog W (Real.exp 1 * t) := by
      have h2 : Real.log ((Real.exp 1 * t) ^ 2)
          ≤ Real.log ((W / 2) ^ 2 + (Real.exp 1 * t) ^ 2) :=
        Real.log_le_log (by positivity) (le_add_of_nonneg_left (by positivity))
      have h3 := hpos _ hb
      unfold meanLog
      linarith
    -- the intermediate value theorem supplies the solution
    obtain ⟨a, ha, hea⟩ := intermediate_value_Icc hb.le (continuous_meanLog hW).continuousOn
      ⟨h.le, hu⟩
    have ha0 : 0 < a := by
      refine lt_of_le_of_ne ha.1 ?_
      rintro rfl
      exact h.ne hea
    refine ⟨a / (π * t ^ 2), by positivity, ?_⟩
    rw [typicalDOS_eq ht hW (by positivity), mul_div_cancel₀ a (by positivity), hea, sub_self,
      Real.exp_zero, mul_one]

end

end TypicalMediumThreshold
```

## The clean limit and the loop in a code

As $W\to0$ the average disappears and the self-consistency condition becomes $t^2/a^2=1$. Then $a=t$ and $\rho=1/(\pi t)$, the band-centre density of the clean semicircular band.

In a program that solves this band-centre equation on a grid of site energies, the update is the exponential of a quadrature over $\log\rho_{\rm loc}(\varepsilon)$. When $\rho$ is small, the integrand varies on the scale $a=\pi t^2\rho$ around $\varepsilon=0$, and a grid coarser than this can misjudge the average, whose exact value is $\log(t^2\rho)-M_W(a)$. Just above the threshold each update shrinks a small $\rho$ by a factor only slightly below one. A loop that stops when the absolute change is small can then report a positive density where the equation has no positive solution, so the ratio of successive densities is the better quantity to monitor.

```lean
#print axioms TypicalMediumThreshold.typicalDOS_eq
#print axioms TypicalMediumThreshold.tendsto_growthFactor
#print axioms TypicalMediumThreshold.exists_selfconsistent_iff
```

```
'TypicalMediumThreshold.typicalDOS_eq' depends on axioms: [propext, Classical.choice, Quot.sound]
'TypicalMediumThreshold.tendsto_growthFactor' depends on axioms: [propext, Classical.choice, Quot.sound]
'TypicalMediumThreshold.exists_selfconsistent_iff' depends on axioms: [propext, Classical.choice, Quot.sound]
```
